# Leading transverse LDA exchange is 5/2 times the Breit contact energy for closed-shell radial densities

Energies are in Hartree atomic units, $\alpha$ is the fine-structure constant, and $n(r)$ is a spherical electron density with equal spin densities $n/2$. In Lean, $\alpha$ is any real number and $n$ is a function `ℝ → ℝ`, of which only the values at $r>0$ (the set `Ioi 0`) enter.

```lean
import Mathlib

open Real MeasureTheory Set

namespace TransverseExchangeLDA

noncomputable section
```

The local Fermi momentum is that of an unpolarised electron gas, $k_F=(3\pi^2n)^{1/3}$, written as a real power and used for $n\ge 0$.

```lean
/-- The local Fermi momentum `(3 π² n)^(1/3)` of an unpolarised electron gas of density `n ≥ 0`. -/
def fermiMomentum (n : ℝ) : ℝ := (3 * π ^ 2 * n) ^ (1 / 3 : ℝ)
```

The magnitude of the Coulomb exchange energy per volume is $3k_Fn/(4\pi)$. The Coulomb exchange energy itself is negative. The transverse exchange energy of the weakly relativistic gas is positive, and to leading order in $\alpha k_F$ it is this magnitude times $\tfrac59\alpha^2k_F^2$. The coefficient $5/9$ is taken as given:

$$e_T(n)=\tfrac59\,\alpha^2k_F^2\,\frac{3k_Fn}{4\pi}.$$

```lean
/-- The leading transverse exchange energy per volume, `(5/9) α² kF² · 3 kF n / (4π)`,
at density `n ≥ 0`. -/
def transverseDensity (α n : ℝ) : ℝ :=
  5 / 9 * α ^ 2 * fermiMomentum n ^ 2 * (3 * fermiMomentum n * n / (4 * π))
```

The local density approximation (LDA) integrates this over spherical shells, $E_T=\int_0^\infty e_T(n(r))\,4\pi r^2\,dr$.

```lean
/-- The leading transverse exchange energy of a radial density in the local density
approximation. -/
def transverseExchange (α : ℝ) (n : ℝ → ℝ) : ℝ :=
  ∫ r in Ioi (0 : ℝ), transverseDensity α (n r) * (4 * π * r ^ 2)
```

The comparison energy comes from the spin-spin contact term of the Breit interaction, which for a singlet pair is $2\pi\alpha^2\delta(\mathbf r_{12})$. In a closed-shell determinant its expectation value is

$$E_c=2\pi\alpha^2\int_0^\infty\Big(\frac{n}{2}\Big)^2 4\pi r^2\,dr.$$

This expression is the definition used here; its derivation from the Breit operator is not formalised.

```lean
/-- The Breit contact energy `2π α² ∫ (n/2)² d³r` of a radial density with equal spin
densities `n/2`. -/
def contactEnergy (α : ℝ) (n : ℝ → ℝ) : ℝ :=
  2 * π * α ^ 2 * ∫ r in Ioi (0 : ℝ), (n r / 2) ^ 2 * (4 * π * r ^ 2)
```

The worked example is a doubly occupied hydrogenic 1s orbital with exponent $Z$, so $n(r)=(2Z^3/\pi)e^{-2Zr}$.

```lean
/-- The density `(2Z³/π) exp(-2Zr)` of a doubly occupied hydrogenic 1s orbital. -/
def hydrogenicDensity (Z r : ℝ) : ℝ := 2 * Z ^ 3 / π * Real.exp (-(2 * Z * r))
```

## Both energies reduce to the integral of $n^2r^2$

For $n\ge0$, cubing the Fermi momentum removes the root: $k_F^3=3\pi^2n$. The proof multiplies the exponents $1/3$ and $3$, which is valid for a non-negative base.

```lean
/-- For `n ≥ 0`, the cube of the Fermi momentum is `3 π² n`. -/
theorem fermiMomentum_cube {n : ℝ} (hn : 0 ≤ n) : fermiMomentum n ^ 3 = 3 * π ^ 2 * n := by
  have key : ∀ x : ℝ, 0 ≤ x → (x ^ (1 / 3 : ℝ)) ^ 3 = x := by
    intro x hx
    rw [← Real.rpow_natCast, ← Real.rpow_mul hx]
    norm_num
  exact key _ (by positivity)
```

The exchange density contains exactly three powers of $k_F$, so

$$e_T=\frac{5\alpha^2n}{12\pi}\,k_F^3=\frac{5\alpha^2n}{12\pi}\,3\pi^2n=\frac{5\pi}{4}\,\alpha^2n^2 .$$

The `calc` block follows these steps, and `linear_combination` cancels one factor of $\pi$.

```lean
/-- For `n ≥ 0`, the leading transverse exchange energy per volume is `(5π/4) α² n²`. -/
theorem transverseDensity_eq (α : ℝ) {n : ℝ} (hn : 0 ≤ n) :
    transverseDensity α n = 5 * π / 4 * α ^ 2 * n ^ 2 := by
  have hp : π * π⁻¹ = 1 := mul_inv_cancel₀ Real.pi_ne_zero
  calc transverseDensity α n
      = 5 * α ^ 2 * n / (12 * π) * fermiMomentum n ^ 3 := by
        unfold transverseDensity
        ring
    _ = 5 * π / 4 * α ^ 2 * n ^ 2 := by
        rw [fermiMomentum_cube hn]
        linear_combination (5 / 4 * α ^ 2 * n ^ 2 * π) * hp
```

In the contact energy, $(n/2)^2\,4\pi r^2=\pi n^2r^2$. Taking the constant out of the integral gives

$$E_c=2\pi^2\alpha^2\int_0^\infty n^2r^2\,dr.$$

```lean
/-- The contact energy is `2π² α²` times the radial integral of `n² r²`. -/
theorem contactEnergy_eq (α : ℝ) (n : ℝ → ℝ) :
    contactEnergy α n = 2 * π ^ 2 * α ^ 2 * ∫ r in Ioi (0 : ℝ), n r ^ 2 * r ^ 2 := by
  have key : ∀ r : ℝ, (n r / 2) ^ 2 * (4 * π * r ^ 2) = π * (n r ^ 2 * r ^ 2) := by
    intro r
    ring
  unfold contactEnergy
  simp only [key, integral_const_mul]
  ring
```

With the shell weight, the exchange integrand is $\tfrac{5\pi}{4}\alpha^2n^2\cdot4\pi r^2=5\pi^2\alpha^2\,n^2r^2$. Hence

$$E_T=5\pi^2\alpha^2\int_0^\infty n^2r^2\,dr=\tfrac52E_c .$$

The theorem assumes that $n\ge0$ for $r>0$ and that $n^2r^2$ is integrable; it concludes that the exchange integral converges and that the equality holds. In the proof, `key` is the pointwise identity, and `hE` carries it into both the integrability claim and the integral.

For every density meeting these conditions, the leading-order transverse LDA energy is therefore 5/2 times the Breit contact energy, whatever the shape of the density. This factor is not in general the error of the LDA for transverse exchange, because the Breit interaction also has an orbit-orbit term, whose exchange contribution the contact energy leaves out. Higher orders in $\alpha k_F$ and the response of the density to the interaction are not included.

```lean
/-- For every non-negative radial density with `n² r²` integrable, the transverse exchange
integral converges and equals `5/2` times the Breit contact energy. -/
theorem transverseExchange_eq_contact (α : ℝ) (n : ℝ → ℝ) (hn : ∀ r ∈ Ioi (0 : ℝ), 0 ≤ n r)
    (hint : IntegrableOn (fun r => n r ^ 2 * r ^ 2) (Ioi 0)) :
    IntegrableOn (fun r => transverseDensity α (n r) * (4 * π * r ^ 2)) (Ioi 0) ∧
      transverseExchange α n = 5 / 2 * contactEnergy α n := by
  -- the exchange integrand is a constant multiple of `n² r²`
  have key : ∀ r ∈ Ioi (0 : ℝ), transverseDensity α (n r) * (4 * π * r ^ 2)
      = 5 * π ^ 2 * α ^ 2 * (n r ^ 2 * r ^ 2) := by
    intro r hr
    rw [transverseDensity_eq α (hn r hr)]
    ring
  have hE : EqOn (fun r => transverseDensity α (n r) * (4 * π * r ^ 2))
      (fun r => 5 * π ^ 2 * α ^ 2 * (n r ^ 2 * r ^ 2)) (Ioi 0) := fun r hr => key r hr
  constructor
  · have h : IntegrableOn (fun r => 5 * π ^ 2 * α ^ 2 * (n r ^ 2 * r ^ 2)) (Ioi 0) :=
      Integrable.const_mul hint _
    exact h.congr_fun hE.symm measurableSet_Ioi
  · rw [contactEnergy_eq, transverseExchange, setIntegral_congr_fun measurableSet_Ioi hE,
      integral_const_mul]
    ring
```

## Values for the hydrogenic pair

For $b>0$, the substitution $t=br$ gives

$$\int_0^\infty r^2e^{-br}\,dr=\frac{\Gamma(3)}{b^3}=\frac{2}{b^3}.$$

Lean takes the value from Mathlib's Gamma integral. Integrability then follows by contradiction, because Mathlib gives a divergent integral the value zero and $2/b^3$ is positive.

```lean
/-- The second radial moment of an exponential: for `b > 0`, `r² exp(-br)` is integrable over `r >
0`, with integral `2/b³`. -/
theorem exponential_moment {b : ℝ} (hb : 0 < b) :
    IntegrableOn (fun r => r ^ 2 * Real.exp (-(b * r))) (Ioi 0) ∧
      ∫ r in Ioi (0 : ℝ), r ^ 2 * Real.exp (-(b * r)) = 2 / b ^ 3 := by
  have hval : ∫ r in Ioi (0 : ℝ), r ^ 2 * Real.exp (-(b * r)) = 2 / b ^ 3 := by
    have h := Real.integral_rpow_mul_exp_neg_mul_Ioi (a := 3) (r := b) (by norm_num) hb
    have hG : Real.Gamma 3 = 2 := by
      rw [show (3 : ℝ) = ((2 : ℕ) : ℝ) + 1 by norm_num, Real.Gamma_nat_eq_factorial]
      norm_num [Nat.factorial]
    have e1 : ∀ t : ℝ, t ^ ((3 : ℝ) - 1) = t ^ 2 := by
      intro t
      rw [show (3 : ℝ) - 1 = ((2 : ℕ) : ℝ) by norm_num, Real.rpow_natCast]
    have e2 : (1 / b) ^ (3 : ℝ) = (1 / b) ^ 3 := by
      rw [show (3 : ℝ) = ((3 : ℕ) : ℝ) by norm_num, Real.rpow_natCast]
    simp only [e1, e2, hG] at h
    rw [h]
    ring
  refine ⟨?_, hval⟩
  -- a divergent integral would have the value zero in Mathlib
  by_contra hnot
  rw [integral_undef hnot] at hval
  have hpos : 0 < 2 / b ^ 3 := by positivity
  linarith
```

Setting $b=2Z$ confirms the normalisation to two electrons:

$$\frac{2Z^3}{\pi}\,4\pi\,\frac{2}{(2Z)^3}=2 .$$

```lean
/-- For `Z > 0`, the hydrogenic density integrates to two electrons. -/
theorem hydrogenic_electron_count {Z : ℝ} (hZ : 0 < Z) :
    ∫ r in Ioi (0 : ℝ), hydrogenicDensity Z r * (4 * π * r ^ 2) = 2 := by
  have key : ∀ r : ℝ, hydrogenicDensity Z r * (4 * π * r ^ 2)
      = 2 * Z ^ 3 / π * (4 * π) * (r ^ 2 * Real.exp (-(2 * Z * r))) := by
    intro r
    unfold hydrogenicDensity
    ring
  simp only [key, integral_const_mul]
  rw [(exponential_moment (b := 2 * Z) (by positivity)).2]
  field_simp
  ring
```

The squared density decays as $e^{-4Zr}$, so $b=4Z$ and

$$\int_0^\infty n^2r^2\,dr=\frac{4Z^6}{\pi^2}\,\frac{2}{(4Z)^3}=\frac{Z^3}{8\pi^2}.$$

Therefore $E_c=\alpha^2Z^3/4$, and the general relation gives $E_T=\tfrac52E_c=5\alpha^2Z^3/8$. The proof takes the same route: it evaluates the contact energy, checks the two hypotheses on the density, and applies `transverseExchange_eq_contact`.

```lean
/-- For the two-electron hydrogenic density with `Z > 0`, the leading transverse LDA exchange is `5
α² Z³ / 8` and the Breit contact energy is `α² Z³ / 4`. -/
theorem hydrogenic_energies (α : ℝ) {Z : ℝ} (hZ : 0 < Z) :
    transverseExchange α (hydrogenicDensity Z) = 5 * α ^ 2 * Z ^ 3 / 8 ∧
      contactEnergy α (hydrogenicDensity Z) = α ^ 2 * Z ^ 3 / 4 := by
  -- the squared density decays with exponent `4Z`
  have key : ∀ r : ℝ, hydrogenicDensity Z r ^ 2 * r ^ 2
      = (2 * Z ^ 3 / π) ^ 2 * (r ^ 2 * Real.exp (-(4 * Z * r))) := by
    intro r
    have he : Real.exp (-(4 * Z * r)) = Real.exp (-(2 * Z * r)) ^ 2 := by
      rw [pow_two, ← Real.exp_add]
      congr 1
      ring
    rw [he]
    unfold hydrogenicDensity
    ring
  obtain ⟨hi, hv⟩ := exponential_moment (b := 4 * Z) (by positivity)
  have hint : IntegrableOn (fun r => hydrogenicDensity Z r ^ 2 * r ^ 2) (Ioi 0) := by
    simp only [key]
    exact Integrable.const_mul hi _
  have hn : ∀ r ∈ Ioi (0 : ℝ), 0 ≤ hydrogenicDensity Z r := by
    intro r _
    unfold hydrogenicDensity
    positivity
  have hc : contactEnergy α (hydrogenicDensity Z) = α ^ 2 * Z ^ 3 / 4 := by
    rw [contactEnergy_eq]
    simp only [key, integral_const_mul]
    rw [hv]
    field_simp
    ring
  refine ⟨?_, hc⟩
  rw [(transverseExchange_eq_contact α _ hn hint).2, hc]
  ring
```

Dividing the two energies requires $E_c\neq0$, which holds for $Z>0$ and $\alpha\ne0$. Then $E_T/E_c=5/2$.

```lean
/-- For `α ≠ 0` and `Z > 0`, the ratio of leading transverse LDA exchange to Breit contact energy in
the hydrogenic density is `5/2`. -/
theorem hydrogenic_ratio {α Z : ℝ} (hα : α ≠ 0) (hZ : 0 < Z) :
    transverseExchange α (hydrogenicDensity Z) / contactEnergy α (hydrogenicDensity Z)
      = 5 / 2 := by
  obtain ⟨hx, hc⟩ := hydrogenic_energies α hZ
  have hne : α ^ 2 * Z ^ 3 / 4 ≠ 0 := by positivity
  rw [hx, hc, div_eq_iff hne]
  ring

end

end TransverseExchangeLDA
```

```lean
#print axioms TransverseExchangeLDA.transverseExchange_eq_contact
-- 'TransverseExchangeLDA.transverseExchange_eq_contact' depends on axioms: [propext, Classical.choice, Quot.sound]
#print axioms TransverseExchangeLDA.hydrogenic_electron_count
-- 'TransverseExchangeLDA.hydrogenic_electron_count' depends on axioms: [propext, Classical.choice, Quot.sound]
#print axioms TransverseExchangeLDA.hydrogenic_ratio
-- 'TransverseExchangeLDA.hydrogenic_ratio' depends on axioms: [propext, Classical.choice, Quot.sound]
```

## Densities without spherical symmetry

The density could also have been modelled as a function on $\mathbb R^3$, with both energies as volume integrals. The identity $e_T=\tfrac{5\pi}{4}\alpha^2n^2$ is local, so the same argument would give the factor $5/2$ for non-spherical closed-shell densities with $n^2$ integrable. The hydrogenic values would then need an extra step, the reduction of the volume integral to a radial one, which the present definitions contain in the weight $4\pi r^2$.
